# The large-|z| moment expansion of a single-pole Green's function

A single non-interacting level of energy a, with unit spectral weight, has the Green's function 1/(z − a) at complex frequency z. The lemma `pole_hasSum` states that when |z| > |a| the series with terms a^k/z^(k+1), for k = 0, 1, 2, …, converges to this function, so that the coefficients are the powers, or moments, of the level's energy. Mathematically a may be any complex number, and no Hamiltonian appears in the statement. The attempt takes the geometric series in a/z, multiplies it by 1/z, and then tries to match the result to the stated series.

An attempt in Lean 4 with a fault in it:

```lean
import Mathlib

open Matrix

namespace AtomicLimitMoments

noncomputable section

/-- A single pole at `a` has the expansion `∑ a^k / z^(k+1)` for `‖z‖ > ‖a‖`. -/
theorem pole_hasSum {a z : ℂ} (h : ‖a‖ < ‖z‖) :
    HasSum (fun k : ℕ => a ^ k / z ^ (k + 1)) (1 / (z - a)) := by
  have hpos : 0 < ‖z‖ := lt_of_le_of_lt (norm_nonneg a) h
  have hz : z ≠ 0 := norm_pos_iff.mp hpos
  have hr : ‖a / z‖ < 1 := by
    rw [norm_div]
    exact (div_lt_one hpos).2 h
  have hs := (hasSum_geometric_of_norm_lt_one hr).mul_left z⁻¹
  have hv : z * (1 - a / z) = z - a := by field_simp
  rw [← mul_inv, hv, ← one_div] at hs
  convert hs using 1
  funext k
  rw [div_pow, pow_succ, div_eq_mul_inv, div_eq_mul_inv, mul_inv]
  ring

end

end AtomicLimitMoments
```

The error:

```
Main.lean:21:2: error: Tactic `apply` failed: could not unify the conclusion of `@funext`
  ?f = ?g
with the goal
  Complex.instAddCommMonoid =
    Complex.instNonUnitalCommRing.toNonUnitalNonAssocCommRing.toNonUnitalNonAssocSemiring.toAddCommMonoid

Note: The full type of `@funext` is
  ∀ {α : Sort ?u.81} {β : α → Sort ?u.80} {f g : (x : α) → β x}, (∀ (x : α), f x = g x) → f = g

case e'_3
a z : ℂ
h : ‖a‖ < ‖z‖
hpos : 0 < ‖z‖
hz : z ≠ 0
hr : ‖a / z‖ < 1
hs : HasSum (fun i => 1 / z * (a / z) ^ i) (z - a)⁻¹
hv : z * (1 - a / z) = z - a
⊢ Complex.instAddCommMonoid =
    Complex.instNonUnitalCommRing.toNonUnitalNonAssocCommRing.toNonUnitalNonAssocSemiring.toAddCommMonoid
```

Diagnosis. The message says that `funext` was given an equation between two `AddCommMonoid` structures on ℂ, where it needs one between functions. `convert hs using 1` had compared the two `HasSum` statements argument by argument and left the equality of these instances as a goal, ahead of the equation of terms that `funext` was meant for.

The repair drops `convert`. It proves the equation of terms separately as `hf`, by the same algebra as before, and rewrites the goal with it. `exact hs` then closes the goal, since Lean can check by unfolding that the two instances agree.

The printed `hs` shows a second fault. `← one_div` had turned the factor `z⁻¹` into `1 / z` and left the sum as `(z - a)⁻¹`, though the goal has `1 / (z - a)`. The repair removes that rewrite and applies `one_div` to the goal instead, so that both the terms and the sum have the form they have in `hs`.

Lean accepts the file once it reads:

```diff
@@ -17,9 +17,11 @@
   have hs := (hasSum_geometric_of_norm_lt_one hr).mul_left z⁻¹
   have hv : z * (1 - a / z) = z - a := by field_simp
-  rw [← mul_inv, hv, ← one_div] at hs
-  convert hs using 1
-  funext k
-  rw [div_pow, pow_succ, div_eq_mul_inv, div_eq_mul_inv, mul_inv]
-  ring
+  rw [← mul_inv, hv] at hs
+  have hf : (fun k : ℕ => a ^ k / z ^ (k + 1)) = fun k : ℕ => z⁻¹ * (a / z) ^ k := by
+    funext k
+    rw [div_pow, pow_succ, div_eq_mul_inv, div_eq_mul_inv, mul_inv]
+    ring
+  rw [hf, one_div]
+  exact hs
 
 end
```
